# Energy curvature from the first-order wavefunction

A molecule sits in a static electric field of strength t. The slope of its energy with respect to t gives the dipole moment along the field, and the curvature gives the polarisability, each up to a sign. The slope is an expectation value in the state at hand. The curvature is a second derivative of the energy, and the question is whether it requires the second derivative of the wavefunction as well.

For a finite Hermitian matrix H(t) with a differentiable branch of eigenvectors, it does not. Write ⟨x, y⟩ = Σᵢ conj(xᵢ) yᵢ, and let primes denote derivatives with respect to t. Suppose that on an open set I of parameters the unit vector ψ(t) and the real energy E(t) satisfy Hψ = Eψ, with H, ψ and E differentiable. At every t in I where H' is differentiable, with derivative H'',

E'' = Re⟨ψ, H''ψ⟩ + 2 Re⟨ψ', H'ψ⟩.

## Differentiating the eigenvalue equation and the slope

Differentiating Hψ = Eψ and ⟨ψ, ψ⟩ = 1 gives

Hψ' + H'ψ = Eψ' + E'ψ,  (1)

Re⟨ψ', ψ⟩ = 0.  (2)

Take the bracket of (1) with ψ on the left:

⟨ψ, Hψ'⟩ + ⟨ψ, H'ψ⟩ = E⟨ψ, ψ'⟩ + E'.

Since H is Hermitian, ⟨ψ, Hψ'⟩ = ⟨Hψ, ψ'⟩ = E⟨ψ, ψ'⟩. These terms cancel, which leaves the Hellmann-Feynman formula

E' = ⟨ψ, H'ψ⟩.

It holds throughout I, so it may be differentiated again. The right-hand side contains only ψ and H', both differentiable at t:

E'' = ⟨ψ', H'ψ⟩ + ⟨ψ, H''ψ⟩ + ⟨ψ, H'ψ'⟩.

H' is Hermitian, being the derivative of a Hermitian family, so the last term is the complex conjugate of the first. Their sum is 2 Re⟨ψ', H'ψ⟩, and taking real parts gives the claim.

## Other response vectors, and the sign for a ground state

At a fixed t, (1) can be read as a linear equation for an unknown vector in place of ψ', and a solution need not be the derivative of the chosen branch. Let χ satisfy

Hχ + H'ψ = Eχ + E'ψ, with Re⟨χ, ψ⟩ = 0.

Projecting (1) on χ, and the equation for χ on ψ', gives

Re⟨χ, H'ψ⟩ = E Re⟨χ, ψ'⟩ − Re⟨χ, Hψ'⟩,

Re⟨ψ', H'ψ⟩ = E Re⟨ψ', χ⟩ − Re⟨ψ', Hχ⟩.

The right-hand sides agree because H is Hermitian. Hence χ gives the same curvature as ψ', even when E is degenerate and χ contains other eigenvectors of the same energy.

If E is the lowest energy at t, projecting (1) on ψ' itself gives

Re⟨ψ', H'ψ⟩ = E⟨ψ', ψ'⟩ − Re⟨ψ', Hψ'⟩ ≤ 0.

The response term can therefore only lower the curvature, and E'' ≤ Re⟨ψ, H''ψ⟩. In a finite matrix model whose Hamiltonian is linear in the field, H'' = 0, so the ground-state polarisability −E'' along the field is non-negative.

## Branches and responses as Lean definitions

The finite type `n` labels an orthonormal basis that does not depend on t. A state is a function `n → ℂ`, and an operator is a square complex matrix.

```lean
import Mathlib

open Matrix

namespace EnergyCurvature

noncomputable section

variable {n : Type*} [Fintype n]
```

The bracket is conjugate-linear in its first argument, as above.

```lean
/-- The bracket ⟨x, y⟩ of two state vectors, conjugate-linear in the first. -/
def braket (x y : n → ℂ) : ℂ := star x ⬝ᵥ y
```

`EigenBranch` collects the assumptions. The functions `H'`, `ψ'` and `E'` are supplied as data, and the last three fields state that they are the derivatives on `I`, entry by entry for matrices and vectors. The set `I` is open but need not be an interval. No second derivative appears.

```lean
/-- A differentiable branch of normalised eigenvectors `ψ` with real energies `E` of a Hermitian
family `H` on an open set `I` of parameters; primes denote first derivatives. -/
structure EigenBranch (I : Set ℝ) (H H' : ℝ → Matrix n n ℂ) (ψ ψ' : ℝ → n → ℂ)
    (E E' : ℝ → ℝ) : Prop where
  isOpen : IsOpen I
  hermitian : ∀ t ∈ I, (H t).IsHermitian
  normalized : ∀ t ∈ I, braket (ψ t) (ψ t) = 1
  eigen : ∀ t ∈ I, H t *ᵥ ψ t = (E t : ℂ) • ψ t
  deriv_H : ∀ t ∈ I, ∀ i j, HasDerivAt (fun s => H s i j) (H' t i j) t
  deriv_ψ : ∀ t ∈ I, ∀ i, HasDerivAt (fun s => ψ s i) (ψ' t i) t
  deriv_E : ∀ t ∈ I, HasDerivAt E (E' t) t
```

The existence of a differentiable branch is assumed here, not derived. Physically, it means following one state smoothly through the parameter range; energies sorted by size can have kinks where levels cross. The equation Hψ = Eψ also describes exact eigenvectors of a matrix. Unbounded operators, generalised eigenvalue problems with an overlap matrix, and self-consistent equations in which H depends on ψ are not covered.

The next definition is the equation for χ together with its normalisation condition. The arguments `H₁` and `E₁` will be filled by H'(t) and E'(t). Only the real part of the overlap is fixed, which leaves the phase of the state free to change to first order.

```lean
/-- `χ` solves the first-order perturbation equation `H χ + H₁ ψ = E χ + E₁ ψ` and
preserves the norm of `ψ` to first order. -/
def FirstOrderResponse (H H₁ : Matrix n n ℂ) (E E₁ : ℝ) (ψ χ : n → ℂ) : Prop :=
  H *ᵥ χ + H₁ *ᵥ ψ = (E : ℂ) • χ + (E₁ : ℂ) • ψ ∧ (braket χ ψ).re = 0
```

## Symmetry, product rules and projection

Exchanging the two states conjugates a bracket, so its real part is unchanged.

```lean
/-- The real part of a bracket is symmetric. -/
theorem braket_re_comm (x y : n → ℂ) : (braket x y).re = (braket y x).re := by
  have h : braket x y = star (braket y x) := by
    simp only [braket, dotProduct, star_sum, star_mul', star_star, Pi.star_apply]
    exact Finset.sum_congr rfl fun i _ => mul_comm _ _
  rw [h, Complex.star_def, Complex.conj_re]
```

The same holds for a matrix element of a Hermitian operator. The proof writes both sides as double sums, exchanges the order of summation and uses `hA.apply j i`, the entrywise statement of Hermiticity.

```lean
/-- The real part of a matrix element of a Hermitian operator is symmetric in the two states. -/
theorem braket_mulVec_re_comm {A : Matrix n n ℂ} (hA : A.IsHermitian) (x y : n → ℂ) :
    (braket x (A *ᵥ y)).re = (braket y (A *ᵥ x)).re := by
  have h : braket x (A *ᵥ y) = star (braket y (A *ᵥ x)) := by
    simp only [braket, dotProduct, Matrix.mulVec, star_sum, star_mul', star_star,
      Finset.mul_sum, Pi.star_apply]
    rw [Finset.sum_comm]
    refine Finset.sum_congr rfl fun i _ => Finset.sum_congr rfl fun j _ => ?_
    rw [hA.apply j i]
    ring
  rw [h, Complex.star_def, Complex.conj_re]
```

The two product rules are the ordinary rule applied term by term to finite sums. In the first, the derivative passes through complex conjugation because t is real.

```lean
/-- Product rule for the bracket of two parameter-dependent states. -/
theorem hasDerivAt_braket {x y : ℝ → n → ℂ} {x' y' : n → ℂ} {t : ℝ}
    (hx : ∀ i, HasDerivAt (fun s => x s i) (x' i) t)
    (hy : ∀ i, HasDerivAt (fun s => y s i) (y' i) t) :
    HasDerivAt (fun s => braket (x s) (y s)) (braket x' (y t) + braket (x t) y') t := by
  have h : HasDerivAt (fun s => ∑ i, star (x s i) * y s i)
      (∑ i, (star (x' i) * y t i + star (x t i) * y' i)) t :=
    HasDerivAt.fun_sum fun i _ => (hx i).star.fun_mul (hy i)
  simpa only [braket, dotProduct, Pi.star_apply, Finset.sum_add_distrib] using h

/-- Product rule for a parameter-dependent operator acting on a parameter-dependent state. -/
theorem hasDerivAt_mulVec {A : ℝ → Matrix n n ℂ} {A' : Matrix n n ℂ} {x : ℝ → n → ℂ}
    {x' : n → ℂ} {t : ℝ} (hA : ∀ i j, HasDerivAt (fun s => A s i j) (A' i j) t)
    (hx : ∀ i, HasDerivAt (fun s => x s i) (x' i) t) (i : n) :
    HasDerivAt (fun s => (A s *ᵥ x s) i) ((A' *ᵥ x t + A t *ᵥ x') i) t := by
  have h : HasDerivAt (fun s => ∑ j, A s i j * x s j)
      (∑ j, (A' i j * x t j + A t i j * x' j)) t :=
    HasDerivAt.fun_sum fun j _ => (hA i j).fun_mul (hx j)
  simpa only [Matrix.mulVec, dotProduct, Pi.add_apply, Finset.sum_add_distrib] using h
```

The projection lemma takes the bracket of the response equation with an arbitrary φ, takes real parts and solves for Re⟨φ, H₁ψ⟩. The three theorems on the curvature use it, with φ equal to ψ, ψ' or χ.

```lean
/-- The real part of the first-order perturbation equation projected on an arbitrary vector `φ`,
solved for the `H₁` term. -/
theorem FirstOrderResponse.projection {H H₁ : Matrix n n ℂ} {E E₁ : ℝ} {ψ χ : n → ℂ}
    (h : FirstOrderResponse H H₁ E E₁ ψ χ) (φ : n → ℂ) :
    (braket φ (H₁ *ᵥ ψ)).re =
      E * (braket φ χ).re + E₁ * (braket φ ψ).re - (braket φ (H *ᵥ χ)).re := by
  have e := congrArg (fun v => (braket φ v).re) h.1
  simp only [braket, dotProduct_add, dotProduct_smul, smul_eq_mul, Complex.add_re,
    Complex.re_ofReal_mul] at e ⊢
  linarith
```

## The derivative of the branch is a response

This theorem proves (1) and (2). In each half, the two sides of an identity are differentiated separately, and `unique` equates the results. An identity at a single point would not suffice: `filter_upwards` uses the openness of `I` to supply it in a neighbourhood of t.

```lean
variable {I : Set ℝ} {H H' : ℝ → Matrix n n ℂ} {ψ ψ' : ℝ → n → ℂ} {E E' : ℝ → ℝ}
  {t : ℝ} {H'' : Matrix n n ℂ}

/-- The derivative of the eigenvector along a branch is a first-order response. -/
theorem EigenBranch.response (b : EigenBranch I H H' ψ ψ' E E') (ht : t ∈ I) :
    FirstOrderResponse (H t) (H' t) (E t) (E' t) (ψ t) (ψ' t) := by
  constructor
  · -- differentiate the eigenvalue equation, component by component
    funext i
    have h1 := hasDerivAt_mulVec (b.deriv_H t ht) (b.deriv_ψ t ht) i
    have h2 : HasDerivAt (fun s => (E s : ℂ) * ψ s i)
        ((E' t : ℂ) * ψ t i + (E t : ℂ) * ψ' t i) t :=
      (b.deriv_E t ht).ofReal_comp.fun_mul (b.deriv_ψ t ht i)
    have e := h1.unique (h2.congr_of_eventuallyEq (by
      filter_upwards [b.isOpen.mem_nhds ht] with s hs
      simp [b.eigen s hs]))
    simp only [Pi.add_apply, Pi.smul_apply, smul_eq_mul] at e ⊢
    linear_combination e
  · -- differentiate the normalisation
    have h := hasDerivAt_braket (b.deriv_ψ t ht) (b.deriv_ψ t ht)
    have e := h.unique ((hasDerivAt_const t (1 : ℂ)).congr_of_eventuallyEq (by
      filter_upwards [b.isOpen.mem_nhds ht] with s hs
      exact b.normalized s hs))
    have e' := congrArg Complex.re e
    rw [Complex.add_re, braket_re_comm (ψ t) (ψ' t), Complex.zero_re] at e'
    linarith
```

## The curvature theorem

The conclusion states that `E'` has a derivative at t and gives its value. Differentiability of the slope is thus part of the result, and the hypothesis `hH` asks for differentiability of H' only at that one point.

The proof follows the derivation above. The step `slope` is the Hellmann-Feynman formula on all of `I`, obtained with real parts: Re⟨ψ, Hψ'⟩ = Re⟨ψ', Hψ⟩ = E Re⟨ψ', ψ⟩ = 0. The step `herm` shows that H'(t) is Hermitian by differentiating the relation between transposed entries. The product rules then differentiate the expectation value, and the closing `linarith` merges the two response terms.

```lean
/-- Energy curvature: `E'' = Re⟨ψ, H'' ψ⟩ + 2 Re⟨ψ', H' ψ⟩` along a branch of eigenvectors,
at every point where `H'` is differentiable. -/
theorem EigenBranch.curvature (b : EigenBranch I H H' ψ ψ' E E') (ht : t ∈ I)
    (hH : ∀ i j, HasDerivAt (fun s => H' s i j) (H'' i j) t) :
    HasDerivAt E' ((braket (ψ t) (H'' *ᵥ ψ t)).re
      + 2 * (braket (ψ' t) (H' t *ᵥ ψ t)).re) t := by
  -- the slope is an expectation value on all of `I`
  have slope : ∀ s ∈ I, E' s = (braket (ψ s) (H' s *ᵥ ψ s)).re := by
    intro s hs
    have r := b.response hs
    have p := r.projection (ψ s)
    have q : (braket (ψ' s) (H s *ᵥ ψ s)).re = 0 := by
      have r2 := r.2
      rw [b.eigen s hs]
      simp only [braket, dotProduct_smul, smul_eq_mul, Complex.re_ofReal_mul] at r2 ⊢
      rw [r2, mul_zero]
    rw [braket_mulVec_re_comm (b.hermitian s hs) (ψ s) (ψ' s), q,
      braket_re_comm (ψ s) (ψ' s), r.2, b.normalized s hs, Complex.one_re] at p
    linarith
  -- the derivative of a Hermitian family is Hermitian
  have herm : (H' t).IsHermitian := by
    ext i j
    rw [Matrix.conjTranspose_apply]
    exact (b.deriv_H t ht j i).star.unique
      ((b.deriv_H t ht i j).congr_of_eventuallyEq (by
        filter_upwards [b.isOpen.mem_nhds ht] with s hs
        exact (b.hermitian s hs).apply i j))
  have h : HasDerivAt (fun s => braket (ψ s) (H' s *ᵥ ψ s))
      (braket (ψ' t) (H' t *ᵥ ψ t) + braket (ψ t) (H'' *ᵥ ψ t + H' t *ᵥ ψ' t)) t :=
    hasDerivAt_braket (b.deriv_ψ t ht) (hasDerivAt_mulVec hH (b.deriv_ψ t ht))
  have hre : HasDerivAt (fun s => (braket (ψ s) (H' s *ᵥ ψ s)).re)
      (braket (ψ' t) (H' t *ᵥ ψ t) + braket (ψ t) (H'' *ᵥ ψ t + H' t *ᵥ ψ' t)).re t :=
    Complex.reCLM.hasFDerivAt.comp_hasDerivAt t h
  refine (hre.congr_of_eventuallyEq ?_).congr_deriv ?_
  · filter_upwards [b.isOpen.mem_nhds ht] with s hs
    exact slope s hs
  · have k := braket_mulVec_re_comm herm (ψ t) (ψ' t)
    simp only [braket, dotProduct_add, Complex.add_re] at k ⊢
    linarith
```

## Any norm-preserving response suffices

Here `p` and `q` are the two cross-projections. After the symmetry lemmas have been applied their right-hand sides coincide, and `congr_deriv` replaces ψ' by χ in the curvature formula.

```lean
/-- Every first-order response `χ` gives the energy curvature, whether or not it is the
derivative of the chosen eigenvector branch. -/
theorem EigenBranch.curvature_of_response (b : EigenBranch I H H' ψ ψ' E E') (ht : t ∈ I)
    (hH : ∀ i j, HasDerivAt (fun s => H' s i j) (H'' i j) t) {χ : n → ℂ}
    (hχ : FirstOrderResponse (H t) (H' t) (E t) (E' t) (ψ t) χ) :
    HasDerivAt E' ((braket (ψ t) (H'' *ᵥ ψ t)).re
      + 2 * (braket χ (H' t *ᵥ ψ t)).re) t := by
  -- project each response equation on the other response
  have r := b.response ht
  have p := r.projection χ
  have q := hχ.projection (ψ' t)
  rw [hχ.2, braket_re_comm χ (ψ' t),
    braket_mulVec_re_comm (b.hermitian t ht) χ (ψ' t)] at p
  rw [r.2] at q
  exact (b.curvature ht hH).congr_deriv (by linarith)
```

The condition Re⟨χ, ψ⟩ = 0 cannot be dropped: adding cψ with real c to χ still solves the linear equation, but changes the value of the formula by 2cE'. The vector ψ(t) is still the one belonging to the differentiable branch. At a degeneracy the theorem gives freedom in χ, not in the choice of ψ within the degenerate space.

## The ground-state bound

The hypothesis `hmin` says that E(t) is the lowest energy, written for vectors of any length. For x ≠ 0, dividing by ⟨x, x⟩ turns it into the statement that no normalised state has a mean energy below E(t). It is required only at the point t, and the proof applies it to ψ'(t).

```lean
/-- If `E` is the lowest energy at `t`, the energy curvature there is at most the expectation
value of `H''`. -/
theorem EigenBranch.ground_curvature_le (b : EigenBranch I H H' ψ ψ' E E') (ht : t ∈ I)
    (hH : ∀ i j, HasDerivAt (fun s => H' s i j) (H'' i j) t)
    (hmin : ∀ x, E t * (braket x x).re ≤ (braket x (H t *ᵥ x)).re) :
    deriv E' t ≤ (braket (ψ t) (H'' *ᵥ ψ t)).re := by
  have r := b.response ht
  have p := r.projection (ψ' t)
  rw [r.2] at p
  rw [(b.curvature ht hH).deriv]
  linarith [hmin (ψ' t)]
```

## A rotating two-level state

A concrete branch shows that the assumptions of `EigenBranch` can be met by an eigenvector that really changes. Let u(t) = (cos t, sin t), with derivative v(t) = (−sin t, cos t).

```lean
/-- The real unit vector at angle `t` in the plane. -/
def rotor (t : ℝ) : Fin 2 → ℝ := ![Real.cos t, Real.sin t]

/-- The unit vector `(-sin t, cos t)`. -/
def rotorVel (t : ℝ) : Fin 2 → ℝ := ![-Real.sin t, Real.cos t]
```

The Hamiltonian is t² u uᵀ, with eigenvector u and energy t². The proof checks each field: Hermiticity from the symmetry of the real entries, normalisation and the eigenvalue equation from cos² t + sin² t = 1, and the derivatives from the product rule.

```lean
/-- The two-level Hamiltonian `t² u uᵀ` with `u` the unit vector at angle `t`, its energy `t²`
and eigenvector `u` form an eigenvector branch on the whole line. -/
theorem eigenBranch_witness : EigenBranch Set.univ
    (fun t => Matrix.of fun i j => ((t ^ 2 * rotor t i * rotor t j : ℝ) : ℂ))
    (fun t => Matrix.of fun i j => (((2 * t * rotor t i + t ^ 2 * rotorVel t i) * rotor t j
      + t ^ 2 * rotor t i * rotorVel t j : ℝ) : ℂ))
    (fun t i => (rotor t i : ℂ)) (fun t i => (rotorVel t i : ℂ))
    (fun t => t ^ 2) (fun t => 2 * t) := by
  have unit : ∀ t, rotor t 0 * rotor t 0 + rotor t 1 * rotor t 1 = 1 := by
    intro t
    change Real.cos t * Real.cos t + Real.sin t * Real.sin t = 1
    linear_combination Real.sin_sq_add_cos_sq t
  have hu : ∀ t i, HasDerivAt (fun s => rotor s i) (rotorVel t i) t := fun t =>
    Fin.forall_fin_two.2 ⟨Real.hasDerivAt_cos t, Real.hasDerivAt_sin t⟩
  have hsq : ∀ t : ℝ, HasDerivAt (fun s : ℝ => s ^ 2) (2 * t) t := fun t => by
    simpa using hasDerivAt_pow 2 t
  refine ⟨isOpen_univ, fun t _ => ?_, fun t _ => ?_, fun t _ => ?_, fun t _ i j => ?_,
    fun t _ i => (hu t i).ofReal_comp, fun t _ => hsq t⟩
  · ext i j
    simp only [Matrix.conjTranspose_apply, Matrix.of_apply, Complex.star_def,
      Complex.conj_ofReal]
    push_cast
    ring
  · simp only [braket, dotProduct, Fin.sum_univ_two, Pi.star_apply, Complex.star_def,
      Complex.conj_ofReal]
    exact_mod_cast unit t
  · have hc : (rotor t 0 : ℂ) * rotor t 0 + (rotor t 1 : ℂ) * rotor t 1 = 1 := by
      exact_mod_cast unit t
    ext i
    simp only [Matrix.mulVec, dotProduct, Fin.sum_univ_two, Matrix.of_apply, Pi.smul_apply,
      smul_eq_mul]
    push_cast
    linear_combination (t : ℂ) ^ 2 * (rotor t i : ℂ) * hc
  · exact (((hsq t).fun_mul (hu t i)).fun_mul (hu t j)).ofReal_comp

end

end EnergyCurvature
```

Working out the curvature formula for this family by hand gives 2 − 2t² from the H'' term and 2t² from the response term, which add up to the second derivative of t². The response term is positive for t ≠ 0, which is consistent with the ground-state bound because u is then the upper level.

```lean
#print axioms EnergyCurvature.EigenBranch.curvature_of_response
#print axioms EnergyCurvature.EigenBranch.ground_curvature_le
```

```
'EnergyCurvature.EigenBranch.curvature_of_response' depends on axioms: [propext, Classical.choice, Quot.sound]
'EnergyCurvature.EigenBranch.ground_curvature_le' depends on axioms: [propext, Classical.choice, Quot.sound]
```
